# For symmetric negative semidefinite H, the orbital-minimization energy along a line has degree at most four and a nonnegative t⁴ coefficient

Take one basis function, one orbital with coefficient c, and the 1×1 Hamiltonian H = −1. The orbital-minimization energy is

E(c) = (2 − c²)(−c²) = c⁴ − 2c².

Starting at c = 2 and moving in direction d = 1 gives

E(2 + t) = 8 + 24t + 22t² + 8t³ + t⁴.

The t⁴ coefficient is −d²·H·d² = 1, so the curve rises at both ends and has a lowest point. The minimum value −1 is reached at t = −1 and t = −3, where c = ±1 is normalised. With matrices, the sign of H controls the t⁴ coefficient in the same way.

## Orbitals, energy and line coefficients

```lean
import Mathlib

open Matrix

namespace OrbitalMinimizationLineSearch

noncomputable section

variable {n m : Type*} [Fintype n] [Fintype m] [DecidableEq m]
```

The finite index types `n` and `m` label basis functions and orbitals.

```lean
/-- The orbital-minimization energy `Tr((2 - CᵀC) CᵀHC)` of the orbital coefficients `C`. -/
def energy (H : Matrix n n ℝ) (C : Matrix n m ℝ) : ℝ :=
  Matrix.trace (((2 : ℝ) • (1 : Matrix m m ℝ) - Cᵀ * C) * (Cᵀ * H * C))
```

`Matrix n m ℝ` is the type of real n×m matrices, and the columns of C are the orbitals. This reads

E(C) = Tr((2I − CᵀC) CᵀHC).

The overlap CᵀC presumes an orthonormal basis, but the orbitals need not be orthonormal. When they are, E(C) = Tr(CᵀHC), the band energy without a spin factor.

```lean
/-- For symmetric `H`, the linear coefficient of the energy along the search direction `D`. -/
def linearCoeff (H : Matrix n n ℝ) (C D : Matrix n m ℝ) : ℝ :=
  2 * Matrix.trace (Dᵀ * ((2 : ℝ) • (H * C) - H * C * Cᵀ * C - C * Cᵀ * H * C))
```

This is 2Tr(Dᵀ(2HC − HCCᵀC − CCᵀHC)), where D is the search direction.

```lean
/-- The quadratic coefficient of the energy along the search direction `D`. -/
def quadraticCoeff (H : Matrix n n ℝ) (C D : Matrix n m ℝ) : ℝ :=
  Matrix.trace (((2 : ℝ) • (1 : Matrix m m ℝ) - Cᵀ * C) * (Dᵀ * H * D))
    - Matrix.trace ((Cᵀ * D + Dᵀ * C) * (Cᵀ * H * D + Dᵀ * H * C))
    - Matrix.trace (Dᵀ * D * (Cᵀ * H * C))
```

To read this and the next two definitions, abbreviate

S = CᵀC, S₁ = CᵀD + DᵀC, S₂ = DᵀD,

F = CᵀHC, F₁ = CᵀHD + DᵀHC, F₂ = DᵀHD.

The t² coefficient is Tr((2I − S)F₂) − Tr(S₁F₁) − Tr(S₂F).

```lean
/-- The cubic coefficient of the energy along the search direction `D`. -/
def cubicCoeff (H : Matrix n n ℝ) (C D : Matrix n m ℝ) : ℝ :=
  -Matrix.trace ((Cᵀ * D + Dᵀ * C) * (Dᵀ * H * D))
    - Matrix.trace (Dᵀ * D * (Cᵀ * H * D + Dᵀ * H * C))
```

The t³ coefficient is −Tr(S₁F₂) − Tr(S₂F₁).

```lean
/-- The quartic coefficient of the energy along `D`; it does not involve the orbitals `C`. -/
def quarticCoeff (H : Matrix n n ℝ) (D : Matrix n m ℝ) : ℝ :=
  -Matrix.trace (Dᵀ * D * (Dᵀ * H * D))
```

The t⁴ coefficient is −Tr(S₂F₂), which does not contain C.

## Expanding the energy

```lean
/-- For symmetric `H` the energy along the line `C + tD` is a polynomial in `t` of degree at
most four, with the coefficients defined above. -/
theorem energy_line (H : Matrix n n ℝ) (hH : H.IsSymm) (C D : Matrix n m ℝ) (t : ℝ) :
    energy H (C + t • D) = energy H C + linearCoeff H C D * t + quadraticCoeff H C D * t ^ 2
      + cubicCoeff H C D * t ^ 3 + quarticCoeff H D * t ^ 4 := by
  -- overlap and projected Hamiltonian are quadratic in the step length
  have hS : (C + t • D)ᵀ * (C + t • D)
      = Cᵀ * C + t • (Cᵀ * D + Dᵀ * C) + t ^ 2 • (Dᵀ * D) := by
    simp only [transpose_add, transpose_smul, Matrix.add_mul, Matrix.mul_add,
      Matrix.smul_mul, Matrix.mul_smul]
    module
  have hF : (C + t • D)ᵀ * H * (C + t • D)
      = Cᵀ * H * C + t • (Cᵀ * H * D + Dᵀ * H * C) + t ^ 2 • (Dᵀ * H * D) := by
    simp only [transpose_add, transpose_smul, Matrix.add_mul, Matrix.mul_add,
      Matrix.smul_mul, Matrix.mul_smul]
    module
  -- symmetry of H and cyclicity of the trace collect the linear term
  have hlin : Matrix.trace (((2 : ℝ) • (1 : Matrix m m ℝ) - Cᵀ * C)
        * (Cᵀ * H * D + Dᵀ * H * C))
      - Matrix.trace ((Cᵀ * D + Dᵀ * C) * (Cᵀ * H * C)) = linearCoeff H C D := by
    have h1 : Matrix.trace (Cᵀ * H * D) = Matrix.trace (Dᵀ * H * C) := by
      rw [← trace_transpose (Cᵀ * H * D)]
      simp only [transpose_mul, transpose_transpose, hH.eq, Matrix.mul_assoc]
    have h2 : Matrix.trace (Cᵀ * C * (Cᵀ * H * D))
        = Matrix.trace (Dᵀ * H * C * (Cᵀ * C)) := by
      rw [← trace_transpose (Cᵀ * C * (Cᵀ * H * D))]
      simp only [transpose_mul, transpose_transpose, hH.eq, Matrix.mul_assoc]
    have h3 : Matrix.trace (Cᵀ * C * (Dᵀ * H * C))
        = Matrix.trace (Dᵀ * H * C * (Cᵀ * C)) := Matrix.trace_mul_comm _ _
    have h4 : Matrix.trace (Cᵀ * D * (Cᵀ * H * C))
        = Matrix.trace (Dᵀ * C * (Cᵀ * H * C)) := by
      rw [← trace_transpose (Cᵀ * D * (Cᵀ * H * C)), transpose_mul,
        Matrix.trace_mul_comm (Cᵀ * H * C)ᵀ]
      simp only [transpose_mul, transpose_transpose, hH.eq, Matrix.mul_assoc]
    unfold linearCoeff
    simp only [Matrix.sub_mul, Matrix.mul_sub, Matrix.add_mul, Matrix.mul_add,
      Matrix.smul_mul, Matrix.mul_smul, Matrix.one_mul, trace_add, trace_sub, trace_smul,
      smul_eq_mul, Matrix.mul_assoc] at h1 h2 h3 h4 ⊢
    linear_combination 2 * h1 - h2 - h3 - h4
  rw [← hlin]
  unfold energy quadraticCoeff cubicCoeff quarticCoeff
  rw [hS, hF]
  simp only [Matrix.sub_mul, Matrix.add_mul, Matrix.mul_add,
    Matrix.smul_mul, Matrix.mul_smul, Matrix.one_mul, trace_add, trace_sub, trace_smul,
    smul_eq_mul, smul_add]
  ring
```

The hypothesis `H.IsSymm` says Hᵀ = H, and `t • D` is scalar multiplication. By hand, the overlap and projected Hamiltonian are quadratic in t (`hS`, `hF`), so

E(C + tD) = Tr((2I − S − tS₁ − t²S₂)(F + tF₁ + t²F₂)).

Collecting powers gives the definitions above, except that the linear term first appears as

2Tr(F₁) − Tr(SF₁) − Tr(S₁F).

Transposing inside traces and permuting cyclically gives

Tr(F₁) = 2Tr(DᵀHC),

Tr(SF₁) = 2Tr(DᵀHCCᵀC),

Tr(S₁F) = 2Tr(DᵀCCᵀHC).

Their combination is `linearCoeff`. In Lean, `h1` gives the first identity, `h2` and `h3` the second, and `h4` the third; `linear_combination` adds them, and `ring` finishes the expansion.

## The sign of the t⁴ coefficient

```lean
omit [DecidableEq m] in
/-- The quartic coefficient is minus the sum of the quadratic form `x ↦ xᵀHx` over the columns of
`DDᵀ`. -/
theorem quarticCoeff_eq (H : Matrix n n ℝ) (D : Matrix n m ℝ) :
    quarticCoeff H D
      = -∑ k, (fun i => (D * Dᵀ) i k) ⬝ᵥ (H *ᵥ (fun i => (D * Dᵀ) i k)) := by
  have h : Matrix.trace (Dᵀ * D * (Dᵀ * H * D))
      = Matrix.trace ((D * Dᵀ)ᵀ * (H * (D * Dᵀ))) := by
    rw [Matrix.trace_mul_comm (Dᵀ * D)]
    have h' := Matrix.trace_mul_comm D (Dᵀ * (H * (D * Dᵀ)))
    simp only [transpose_mul, transpose_transpose, Matrix.mul_assoc] at h' ⊢
    exact h'.symm
  unfold quarticCoeff
  rw [h]
  generalize D * Dᵀ = M
  simp only [Matrix.trace, Matrix.diag_apply, Matrix.mul_apply, Matrix.transpose_apply,
    dotProduct, Matrix.mulVec]
```

Let M = DDᵀ, with columns mₖ. Since M is symmetric, cyclicity gives

−Tr(DᵀD DᵀHD) = −Tr(MHM) = −∑ₖ mₖᵀHmₖ.

In Lean, `*ᵥ` applies a matrix to a vector and `⬝ᵥ` is the dot product.

```lean
/-- With at least one orbital, the quartic coefficient is nonnegative in every search direction
exactly when `xᵀHx ≤ 0` for every vector `x`. -/
theorem quarticCoeff_nonneg_iff [Nonempty m] (H : Matrix n n ℝ) :
    (∀ D : Matrix n m ℝ, 0 ≤ quarticCoeff H D) ↔ ∀ x : n → ℝ, x ⬝ᵥ (H *ᵥ x) ≤ 0 := by
  constructor
  · intro hD x
    by_contra hx
    have hq : 0 < x ⬝ᵥ (H *ᵥ x) := lt_of_not_ge hx
    obtain ⟨j⟩ := ‹Nonempty m›
    -- the test direction changes a single orbital, by the vector x
    obtain ⟨D, hDx⟩ : ∃ D : Matrix n m ℝ, ∀ i k, D i k = if k = j then x i else 0 :=
      ⟨Matrix.of fun i k => if k = j then x i else 0, fun _ _ => rfl⟩
    have hcol : ∀ k, (fun i => (D * Dᵀ) i k) = x k • x := by
      intro k
      funext i
      rw [Matrix.mul_apply, Finset.sum_eq_single j]
      · simp [hDx, mul_comm]
      · intro b _ hb
        simp [hDx, hb]
      · simp
    have hsum : ∑ k, (fun i => (D * Dᵀ) i k) ⬝ᵥ (H *ᵥ (fun i => (D * Dᵀ) i k))
        = ∑ k, x k * (x k * (x ⬝ᵥ (H *ᵥ x))) :=
      Finset.sum_congr rfl fun k _ => by
        rw [hcol k, Matrix.mulVec_smul, dotProduct_smul, smul_dotProduct, smul_eq_mul,
          smul_eq_mul]
    have h := hD D
    rw [quarticCoeff_eq, hsum] at h
    have hx0 : x ≠ 0 := by
      rintro rfl
      simp at hq
    obtain ⟨k, hk⟩ := Function.ne_iff.mp hx0
    have hk' : x k ≠ 0 := hk
    have hp : 0 < ∑ k, x k * (x k * (x ⬝ᵥ (H *ᵥ x))) := by
      apply Finset.sum_pos'
      · intro i _
        rw [← mul_assoc]
        exact mul_nonneg (mul_self_nonneg _) hq.le
      · refine ⟨k, Finset.mem_univ k, ?_⟩
        rw [← mul_assoc]
        exact mul_pos (mul_self_pos.mpr hk') hq
    linarith
  · intro hH D
    rw [quarticCoeff_eq]
    exact neg_nonneg.mpr (Finset.sum_nonpos fun k _ => hH _)
```

If xᵀHx ≤ 0 for every x, each term of the sum is nonpositive and the coefficient is nonnegative. Conversely, put x in one column of D and zeros elsewhere. Then M = xxᵀ, its k-th column is xₖx (`hcol`), and the coefficient is

−(∑ₖ xₖ²)(xᵀHx).

A positive xᵀHx would make this negative. `Nonempty m` supplies the column.

```lean
/-- For symmetric negative semidefinite `H`, the energy along any line `C + tD` is a polynomial
of degree at most four with the stated linear and quartic coefficients, the latter nonnegative. -/
theorem energy_line_quartic (H : Matrix n n ℝ) (hH : H.IsSymm)
    (hneg : ∀ x : n → ℝ, x ⬝ᵥ (H *ᵥ x) ≤ 0) (C D : Matrix n m ℝ) :
    (∃ c₂ c₃ : ℝ, ∀ t : ℝ, energy H (C + t • D) = energy H C
      + 2 * Matrix.trace (Dᵀ * ((2 : ℝ) • (H * C) - H * C * Cᵀ * C - C * Cᵀ * H * C)) * t
      + c₂ * t ^ 2 + c₃ * t ^ 3 + -Matrix.trace (Dᵀ * D * (Dᵀ * H * D)) * t ^ 4)
    ∧ 0 ≤ -Matrix.trace (Dᵀ * D * (Dᵀ * H * D)) := by
  refine ⟨⟨quadraticCoeff H C D, cubicCoeff H C D, energy_line H hH C D⟩, ?_⟩
  change 0 ≤ quarticCoeff H D
  rw [quarticCoeff_eq]
  exact neg_nonneg.mpr (Finset.sum_nonpos fun k _ => hneg _)
```

This joins the expansion to the sign. The numbers `c₂` and `c₃` are chosen before t, so they are constants along the line. Physically, negative semidefiniteness means that the energy zero lies at or above the highest eigenvalue of H in the chosen basis.

## A lowest point on the line

```lean
omit [DecidableEq m] in
/-- For negative definite `H` the quartic coefficient is strictly positive in every nonzero
search direction. -/
theorem quarticCoeff_pos (H : Matrix n n ℝ)
    (hneg : ∀ x : n → ℝ, x ≠ 0 → x ⬝ᵥ (H *ᵥ x) < 0) (D : Matrix n m ℝ) (hD : D ≠ 0) :
    0 < quarticCoeff H D := by
  have hle : ∀ x : n → ℝ, x ⬝ᵥ (H *ᵥ x) ≤ 0 := by
    intro x
    by_cases hx : x = 0
    · simp [hx]
    · exact (hneg x hx).le
  obtain ⟨i, k, hik⟩ : ∃ i k, D i k ≠ 0 := by
    by_contra hcon
    push Not at hcon
    exact hD (Matrix.ext hcon)
  -- a nonzero row of D gives a nonzero diagonal entry of D Dᵀ
  have hdiag : 0 < (D * Dᵀ) i i := by
    rw [Matrix.mul_apply]
    exact Finset.sum_pos' (fun l _ => mul_self_nonneg (D i l))
      ⟨k, Finset.mem_univ k, mul_self_pos.mpr hik⟩
  rw [quarticCoeff_eq, ← Finset.sum_neg_distrib]
  refine Finset.sum_pos' (fun l _ => neg_nonneg.mpr (hle _)) ⟨i, Finset.mem_univ i, ?_⟩
  exact neg_pos.mpr (hneg _ fun h0 => hdiag.ne' (congrFun h0 i))
```

Now H is negative definite: the energy zero lies strictly above the spectrum. If Dᵢₖ ≠ 0, then Mᵢᵢ = ∑ₗ Dᵢₗ² > 0. Column i of M is therefore nonzero and contributes strictly.

```lean
/-- A real quartic with positive leading coefficient attains its global minimum. -/
theorem quartic_attains_min (a b c d e : ℝ) (he : 0 < e) :
    ∃ t₀ : ℝ, ∀ t : ℝ, a + b * t₀ + c * t₀ ^ 2 + d * t₀ ^ 3 + e * t₀ ^ 4
      ≤ a + b * t + c * t ^ 2 + d * t ^ 3 + e * t ^ 4 := by
  obtain ⟨R, hR, heR⟩ : ∃ R : ℝ, 1 ≤ R ∧ |b| + |c| + |d| ≤ e * R := by
    refine ⟨1 + (|b| + |c| + |d|) / e, ?_, ?_⟩
    · have : 0 ≤ (|b| + |c| + |d|) / e := by positivity
      linarith
    · rw [mul_add, mul_div_cancel₀ _ he.ne']
      linarith
  have hcont : Continuous fun t : ℝ => a + b * t + c * t ^ 2 + d * t ^ 3 + e * t ^ 4 := by
    fun_prop
  have hzero : (0 : ℝ) ∈ Set.Icc (-R) R := ⟨by linarith, by linarith⟩
  obtain ⟨t₀, -, hmin⟩ := isCompact_Icc.exists_isMinOn ⟨0, hzero⟩ hcont.continuousOn
  refine ⟨t₀, fun t => ?_⟩
  by_cases ht : |t| ≤ R
  · exact isMinOn_iff.mp hmin t (abs_le.mp ht)
  · -- outside the interval the quartic term dominates all others
    have h0 : a + b * t₀ + c * t₀ ^ 2 + d * t₀ ^ 3 + e * t₀ ^ 4
        ≤ a + b * 0 + c * 0 ^ 2 + d * 0 ^ 3 + e * 0 ^ 4 := isMinOn_iff.mp hmin 0 hzero
    have hRt : R ≤ |t| := (lt_of_not_ge ht).le
    have hs : 1 ≤ |t| := hR.trans hRt
    have h1 := neg_abs_le (b * t)
    have h2 := neg_abs_le (c * t ^ 2)
    have h3 := neg_abs_le (d * t ^ 3)
    rw [abs_mul] at h1
    rw [abs_mul, abs_pow] at h2 h3
    have h4 : |t| ^ 4 = t ^ 4 := by
      rw [← abs_pow]
      exact abs_of_nonneg (by positivity)
    have k1 := pow_le_pow_right₀ hs (show 1 ≤ 3 by norm_num)
    rw [pow_one] at k1
    have k2 := pow_le_pow_right₀ hs (show 2 ≤ 3 by norm_num)
    have m1 := mul_le_mul_of_nonneg_left k1 (abs_nonneg b)
    have m2 := mul_le_mul_of_nonneg_left k2 (abs_nonneg c)
    have m3 : (|b| + |c| + |d|) * |t| ^ 3 ≤ (e * |t|) * |t| ^ 3 :=
      mul_le_mul_of_nonneg_right
        (heR.trans (mul_le_mul_of_nonneg_left hRt he.le)) (by positivity)
    have m4 : e * t ^ 4 = (e * |t|) * |t| ^ 3 := by
      rw [← h4]
      ring
    linarith
```

Call the quartic p(t) and set R = 1 + (|b| + |c| + |d|)/e. By compactness, p has a minimum t₀ on [−R, R]. Outside, |t| ≥ R ≥ 1, so

bt + ct² + dt³ ≥ −(|b| + |c| + |d|)|t|³ ≥ −et⁴.

Hence p(t) ≥ a = p(0) ≥ p(t₀).

```lean
/-- For symmetric negative definite `H` and a nonzero search direction `D`, some step length
minimizes the energy globally along the line `C + tD`. -/
theorem exact_line_search (H : Matrix n n ℝ) (hH : H.IsSymm)
    (hneg : ∀ x : n → ℝ, x ≠ 0 → x ⬝ᵥ (H *ᵥ x) < 0) (C D : Matrix n m ℝ) (hD : D ≠ 0) :
    ∃ t₀ : ℝ, ∀ t : ℝ, energy H (C + t₀ • D) ≤ energy H (C + t • D) := by
  obtain ⟨t₀, ht₀⟩ := quartic_attains_min (energy H C) (linearCoeff H C D)
    (quadraticCoeff H C D) (cubicCoeff H C D) (quarticCoeff H D)
    (quarticCoeff_pos H hneg D hD)
  refine ⟨t₀, fun t => ?_⟩
  rw [energy_line H hH C D t₀, energy_line H hH C D t]
  exact ht₀ t

end

end OrbitalMinimizationLineSearch
```

Substituting the line coefficients gives a globally minimizing step. For a fixed, non-interacting H in a finite basis, an exact line search in orbital minimization thus reduces to minimizing a quartic in one variable. The theorem neither computes the step nor addresses its uniqueness or the convergence of repeated searches.

The sign condition matters: for the 1×1 case H = +1, with c = 0 and d = 1, E(t) = 2t² − t⁴ is unbounded below and no minimizing step exists.

```lean
#print axioms OrbitalMinimizationLineSearch.quarticCoeff_nonneg_iff
#print axioms OrbitalMinimizationLineSearch.energy_line_quartic
#print axioms OrbitalMinimizationLineSearch.exact_line_search
```

```
'OrbitalMinimizationLineSearch.quarticCoeff_nonneg_iff' depends on axioms: [propext, Classical.choice, Quot.sound]
'OrbitalMinimizationLineSearch.energy_line_quartic' depends on axioms: [propext, Classical.choice, Quot.sound]
'OrbitalMinimizationLineSearch.exact_line_search' depends on axioms: [propext, Classical.choice, Quot.sound]
```
